# The Cayley-Menger determinant of four points in space is eight times the squared determinant of their edge vectors

The word "coplanar" needs a definition before anything can be proved about it. If it were defined by the vanishing of a determinant, half of the result would hold by definition. Here it is geometric: four atoms at positions $x_0,\dots,x_3\in\mathbb R^3$ are coplanar when there are a nonzero vector $n$ and a number $c$ with $x_i\cdot n=c$ for every $i$. The squared distances, likewise, are computed from the positions and not postulated.

With these choices, the $5\times5$ determinant built from the squared distances equals $8\det(x_1-x_0,\,x_2-x_0,\,x_3-x_0)^2$. It is therefore never negative, and it is zero exactly when the atoms are coplanar. In distance geometry, where molecular structures are built from interatomic distances, this gives a necessary condition on the six distances among four atoms, taken as exactly known.

## Positions, distances and the bordered matrix

```lean
import Mathlib

open Matrix

namespace CayleyMengerFourAtoms

/-- The squared distance between atoms `i` and `j` of a four-atom configuration in space. -/
def sqDist (x : Fin 4 → Fin 3 → ℝ) (i j : Fin 4) : ℝ :=
  ∑ k, (x i k - x j k) ^ 2
```

A configuration `x` has type `Fin 4 → Fin 3 → ℝ`: it takes an atom label in $\{0,1,2,3\}$ and a coordinate label in $\{0,1,2\}$ and returns a real number. So `x i` is the position vector $x_i$, and `x i k` is its component $k$. The definition reads
$$d_{ij}^2=\sum_{k=0}^{2}(x_{ik}-x_{jk})^2 .$$
The function `sqDist` returns the square of the distance; no square root is taken anywhere.

```lean
/-- The Cayley-Menger matrix of a 4 × 4 table `D` of real numbers: the table bordered by ones, with
a zero in the corner. -/
def cayleyMenger (D : Fin 4 → Fin 4 → ℝ) : Matrix (Fin 5) (Fin 5) ℝ :=
  !![0, 1, 1, 1, 1;
     1, D 0 0, D 0 1, D 0 2, D 0 3;
     1, D 1 0, D 1 1, D 1 2, D 1 3;
     1, D 2 0, D 2 1, D 2 2, D 2 3;
     1, D 3 0, D 3 1, D 3 2, D 3 3]
```

The notation `!![...]` writes a matrix out by rows. The argument `D` is any $4\times4$ table of real numbers, which need not be symmetric or come from actual points. The theorems about geometry use `cayleyMenger (sqDist x)`, the matrix whose table does come from four positions. I call that matrix $M$. Its row and column 0 are the border, and atom $i$ sits in row and column $i+1$.

```lean
/-- The matrix whose rows are the three edge vectors from atom 0 to atoms 1, 2 and 3. -/
def edges (x : Fin 4 → Fin 3 → ℝ) : Matrix (Fin 3) (Fin 3) ℝ :=
  Matrix.of ![x 1 - x 0, x 2 - x 0, x 3 - x 0]
```

This is the $3\times3$ matrix $E$ with rows $x_1-x_0$, $x_2-x_0$ and $x_3-x_0$. Its rows are numbered from 0, so row 0 belongs to atom 1. The absolute value of $\det E$ is the volume of the parallelepiped spanned by the three edges.

```lean
/-- The four atoms lie in a common plane, given by a nonzero normal `n` and an offset `c`. -/
def InPlane (x : Fin 4 → Fin 3 → ℝ) : Prop :=
  ∃ n : Fin 3 → ℝ, n ≠ 0 ∧ ∃ c : ℝ, ∀ i, x i ⬝ᵥ n = c
```

`Prop` is the type of statements, and `⬝ᵥ` is the dot product. The line says that some $n\neq0$ and some $c$ satisfy $x_i\cdot n=c$ for all four atoms. Collinear or coincident atoms also count as coplanar, since some plane contains them.

## Lifting the atoms to five coordinates

```lean
/-- The lifted coordinates: each atom becomes the row `(|x|², x, 1)`, below a border row
`(1, 0, 0, 0, 0)`. -/
def lift (x : Fin 4 → Fin 3 → ℝ) : Matrix (Fin 5) (Fin 5) ℝ :=
  !![1, 0, 0, 0, 0;
     x 0 0 ^ 2 + x 0 1 ^ 2 + x 0 2 ^ 2, x 0 0, x 0 1, x 0 2, 1;
     x 1 0 ^ 2 + x 1 1 ^ 2 + x 1 2 ^ 2, x 1 0, x 1 1, x 1 2, 1;
     x 2 0 ^ 2 + x 2 1 ^ 2 + x 2 2 ^ 2, x 2 0, x 2 1, x 2 2, 1;
     x 3 0 ^ 2 + x 3 1 ^ 2 + x 3 2 ^ 2, x 3 0, x 3 1, x 3 2, 1]
```

Call this matrix $L$. Each atom gets the row $(|x_i|^2,\,x_i,\,1)$, which has five entries because $x_i$ supplies three. The top row is $(1,0,0,0,0)$.

```lean
/-- The constant bilinear form that turns lifted coordinates into squared distances. -/
def form : Matrix (Fin 5) (Fin 5) ℝ :=
  !![0, 0, 0, 0, 1;
     0, -2, 0, 0, 0;
     0, 0, -2, 0, 0;
     0, 0, 0, -2, 0;
     1, 0, 0, 0, 0]
```

Call this constant matrix $J$. For two rows $(s,v,t)$ and $(s',v',t')$, with $v,v'\in\mathbb R^3$, it gives the number
$$(s,v,t)\,J\,(s',v',t')^{T}=t\,s'-2\,v\cdot v'+s\,t' .$$

```lean
/-- The Cayley-Menger matrix of four atoms factors through their lifted coordinates. -/
theorem cayleyMenger_factor (x : Fin 4 → Fin 3 → ℝ) :
    cayleyMenger (sqDist x) = lift x * form * (lift x)ᵀ := by
  -- for two atoms the entry is |x - y|² = |x|² + |y|² - 2 x·y; border entries are constants
  ext i j
  fin_cases i <;> fin_cases j <;>
    simp [cayleyMenger, sqDist, lift, form, Matrix.mul_apply, Fin.sum_univ_succ] <;> ring
```

The theorem says $M=LJL^{T}$. By hand there are three kinds of entry. For atoms $i$ and $j$ the formula above gives
$$|x_j|^2-2\,x_i\cdot x_j+|x_i|^2=|x_i-x_j|^2 .$$
For the border row with an atom, $s=1$, $v=0$, $t=0$ and $t'=1$, so the entry is 1. For the border row with itself it is 0.

The text after `:=` is the proof. `ext i j` reduces equality of matrices to equality of entries, and `fin_cases` splits this into the 25 index pairs. In each case `simp` unfolds the definitions and writes out the sums, and `ring` checks any polynomial identity that remains.

```lean
/-- The determinant of the lifted coordinates is minus the determinant of the edge vectors. -/
theorem det_lift (x : Fin 4 → Fin 3 → ℝ) : (lift x).det = -(edges x).det := by
  rw [Matrix.det_fin_three (edges x)]
  simp [lift, edges, Matrix.det_succ_row_zero, Fin.sum_univ_succ, Fin.succAbove]
  ring
```

By hand, expand $\det L$ along its top row. Only the leading 1 contributes, and it leaves the $4\times4$ determinant with rows $(x_i,1)$. Subtract the row of atom 0 from the other three:
$$\det L=\det\begin{pmatrix}x_0&1\\ x_1-x_0&0\\ x_2-x_0&0\\ x_3-x_0&0\end{pmatrix}=-\det E .$$
The minus sign comes from the position of the remaining 1, in row 0 and column 3.

The Lean proof does no row reduction. It writes $\det E$ by the explicit $3\times3$ formula, expands $\det L$ repeatedly along the first row, and lets `ring` compare the two polynomials.

## The identity and its geometric meaning

```lean
/-- The Cayley-Menger determinant of four atoms in space is eight times the squared
determinant of the three edge vectors that start at atom 0. -/
theorem det_cayleyMenger (x : Fin 4 → Fin 3 → ℝ) :
    (cayleyMenger (sqDist x)).det = 8 * (edges x).det ^ 2 := by
  have hform : form.det = 8 := by
    simp [form, Matrix.det_succ_row_zero, Fin.sum_univ_succ, Fin.succAbove]
    try norm_num
  rw [cayleyMenger_factor, Matrix.det_mul, Matrix.det_mul, Matrix.det_transpose,
    det_lift, hform]
  ring
```

Determinants multiply, and a transpose has the same determinant, so
$$\det M=\det L\cdot\det J\cdot\det L^{T}=(\det L)^2\det J .$$
The three entries $-2$ of $J$ contribute $-8$, and the exchange of the first and last coordinates contributes another factor $-1$, so $\det J=8$. With $\det L=-\det E$ this becomes
$$\det M=8\,(\det E)^2 .$$

In the proof, `hform` is the auxiliary statement $\det J=8$. The `rw` line then replaces one expression by another in the same order as above: factorisation, product rule twice, transpose, $\det L$, $\det J$. The final `ring` removes the sign by squaring.

```lean
/-- Four atoms are coplanar exactly when the determinant of their edge vectors vanishes. -/
theorem inPlane_iff_det_edges (x : Fin 4 → Fin 3 → ℝ) :
    InPlane x ↔ (edges x).det = 0 := by
  -- a singular edge matrix has a nonzero kernel vector, which is the normal of the plane
  rw [← Matrix.exists_mulVec_eq_zero_iff]
  constructor
  · rintro ⟨n, hn, c, h⟩
    have key : ∀ i, (x i - x 0) ⬝ᵥ n = 0 := fun i => by
      rw [sub_dotProduct, h, h, sub_self]
    refine ⟨n, hn, ?_⟩
    ext i
    fin_cases i
    · exact key 1
    · exact key 2
    · exact key 3
  · rintro ⟨n, hn, h⟩
    have h1 : (x 1 - x 0) ⬝ᵥ n = 0 := congrFun h 0
    have h2 : (x 2 - x 0) ⬝ᵥ n = 0 := congrFun h 1
    have h3 : (x 3 - x 0) ⬝ᵥ n = 0 := congrFun h 2
    rw [sub_dotProduct] at h1 h2 h3
    refine ⟨n, hn, x 0 ⬝ᵥ n, fun i => ?_⟩
    fin_cases i
    · rfl
    · exact sub_eq_zero.mp h1
    · exact sub_eq_zero.mp h2
    · exact sub_eq_zero.mp h3
```

The symbol `↔` means "if and only if". The argument starts from a fact of linear algebra: $\det E=0$ exactly when $En=0$ for some $n\neq0$. This is the Mathlib lemma `Matrix.exists_mulVec_eq_zero_iff`, and the first `rw` uses it to replace the determinant condition.

Suppose first that the atoms lie in the plane $x_i\cdot n=c$. Then $(x_i-x_0)\cdot n=c-c=0$ for every $i$. For $i=1,2,3$ these are the three components of $En=0$. In the proof, `key` is this statement, and the three `exact` lines supply the components.

Conversely, suppose $En=0$ with $n\neq0$. The components say $(x_i-x_0)\cdot n=0$ for $i=1,2,3$; they are `h1`, `h2` and `h3`. Hence $x_i\cdot n=x_0\cdot n$, and the choice $c=x_0\cdot n$ gives a common plane. Atom 0 satisfies the equation trivially, which is the step `rfl`.

```lean
/-- The Cayley-Menger determinant of four atoms in space is nonnegative, and it vanishes
exactly when the atoms are coplanar. -/
theorem cayleyMenger_nonneg_and_eq_zero_iff (x : Fin 4 → Fin 3 → ℝ) :
    0 ≤ (cayleyMenger (sqDist x)).det ∧
      ((cayleyMenger (sqDist x)).det = 0 ↔ InPlane x) := by
  rw [inPlane_iff_det_edges, det_cayleyMenger]
  exact ⟨by positivity, by simp⟩
```

The symbol `∧` means "and". Since $\det M=8(\det E)^2$ is a nonnegative number times a square, it is at least 0. It vanishes exactly when $\det E=0$, which is coplanarity by the preceding theorem. The `rw` line puts both equivalents in place, `positivity` proves the inequality, and `simp` proves that $8(\det E)^2=0$ is the same as $\det E=0$.

## A central atom and three equivalent neighbours

```lean
/-- If atom 0 is at distance `b` from three atoms whose mutual distances are all `a`, the
Cayley-Menger determinant is `2 a⁴ (3 b² - a²)`. -/
theorem det_pyramid (x : Fin 4 → Fin 3 → ℝ) (a b : ℝ)
    (hb : ∀ i, i ≠ 0 → sqDist x 0 i = b ^ 2)
    (ha : ∀ i j, i ≠ 0 → j ≠ 0 → i ≠ j → sqDist x i j = a ^ 2) :
    (cayleyMenger (sqDist x)).det = 2 * a ^ 4 * (3 * b ^ 2 - a ^ 2) := by
  have hself : ∀ i, sqDist x i i = 0 := fun i => by simp [sqDist]
  have hb' : ∀ i, i ≠ 0 → sqDist x i 0 = b ^ 2 := fun i hi => by
    rw [← hb i hi]
    exact Finset.sum_congr rfl fun k _ => by ring
  -- insert the two distances into the matrix
  have hM : cayleyMenger (sqDist x) =
      !![0, 1, 1, 1, 1;
         1, 0, b ^ 2, b ^ 2, b ^ 2;
         1, b ^ 2, 0, a ^ 2, a ^ 2;
         1, b ^ 2, a ^ 2, 0, a ^ 2;
         1, b ^ 2, a ^ 2, a ^ 2, 0] := by
    simp only [cayleyMenger, hself, hb 1 (by decide), hb 2 (by decide), hb 3 (by decide),
      hb' 1 (by decide), hb' 2 (by decide), hb' 3 (by decide),
      ha 1 2 (by decide) (by decide) (by decide), ha 1 3 (by decide) (by decide) (by decide),
      ha 2 1 (by decide) (by decide) (by decide), ha 2 3 (by decide) (by decide) (by decide),
      ha 3 1 (by decide) (by decide) (by decide), ha 3 2 (by decide) (by decide) (by decide)]
  rw [hM]
  simp [Matrix.det_succ_row_zero, Fin.sum_univ_succ, Fin.succAbove]
  ring
```

The names `hb` and `ha` label hypotheses. The first says that atom 0 has squared distance $b^2$ from each of atoms 1, 2 and 3. The second says that those three have squared distance $a^2$ from one another. This is the geometry of a molecule XY₃ with equal bond lengths $b$ and equal Y–Y distances $a$, whether pyramidal like ammonia or planar like boron trifluoride. The letters `a` and `b` may be any real numbers, as only their squares enter.

By hand, write $A=a^2$ and $B=b^2$:
$$M=\begin{pmatrix}0&1&1&1&1\\1&0&B&B&B\\1&B&0&A&A\\1&B&A&0&A\\1&B&A&A&0\end{pmatrix}.$$
Subtract the last row from rows 2 and 3, counting from 0. They become $(0,0,-A,0,A)$ and $(0,0,0,-A,A)$. Now add columns 2 and 3 to column 4. Rows 2 and 3 keep only the diagonal entry $-A$, so they contribute the factor $(-A)^2$. What remains is made of rows and columns 0, 1 and 4:
$$\det M=A^2\det\begin{pmatrix}0&1&3\\1&0&3B\\1&B&2A\end{pmatrix}=A^2\,(6B-2A)=2a^4(3b^2-a^2).$$

In Lean, `hself` supplies the zero diagonal and `hb'` the distances read in the opposite order. The statement `hM` is the explicit matrix above. The determinant is then expanded along first rows, without the column operations, and `ring` confirms the result.

```lean
/-- If atom 0 is at distance `b` from three atoms whose mutual distances are all `a ≠ 0`,
then `a² ≤ 3 b²`, with equality exactly when the four atoms are coplanar. -/
theorem pyramid_bound (x : Fin 4 → Fin 3 → ℝ) (a b : ℝ) (h0 : a ≠ 0)
    (hb : ∀ i, i ≠ 0 → sqDist x 0 i = b ^ 2)
    (ha : ∀ i j, i ≠ 0 → j ≠ 0 → i ≠ j → sqDist x i j = a ^ 2) :
    a ^ 2 ≤ 3 * b ^ 2 ∧ (a ^ 2 = 3 * b ^ 2 ↔ InPlane x) := by
  have hp : 0 < 2 * a ^ 4 := by positivity
  obtain ⟨hnn, hzero⟩ := cayleyMenger_nonneg_and_eq_zero_iff x
  rw [det_pyramid x a b hb ha] at hnn hzero
  constructor
  · have h := nonneg_of_mul_nonneg_right hnn hp
    linarith
  · rw [← hzero]
    constructor
    · intro e
      rw [e, sub_self, mul_zero]
    · intro e
      have h := (mul_eq_zero.mp e).resolve_left hp.ne'
      linarith
```

There is one new hypothesis, `h0`, which says $a\neq0$. It makes $2a^4$ positive; this is `hp`. Since $\det M\ge0$,
$$2a^4(3b^2-a^2)\ge0\quad\text{implies}\quad a^2\le3b^2 .$$
Moreover, the atoms are coplanar exactly when $2a^4(3b^2-a^2)=0$, and because $2a^4\neq0$ this means $a^2=3b^2$. For positive lengths the planar molecule has $a=\sqrt3\,b$, which corresponds to bond angles of 120°.

The proof takes both halves of the general theorem, under the names `hnn` and `hzero`, and inserts the formula for the determinant. `linarith` does the remaining linear rearrangements.

Without $a\neq0$ the equality criterion fails. Put atom 0 at the origin and the other three all at $(1,0,0)$, so that $a=0$ and $b=1$. The atoms are coplanar, but $a^2=0$ and $3b^2=3$. The inequality itself survives this case.

```lean
/-- No four points in space have one point at distance 4 from the other three while those
three are at mutual distance 7. -/
theorem no_pyramid_four_seven :
    ¬ ∃ x : Fin 4 → Fin 3 → ℝ, (∀ i, i ≠ 0 → sqDist x 0 i = 4 ^ 2) ∧
      (∀ i j, i ≠ 0 → j ≠ 0 → i ≠ j → sqDist x i j = 7 ^ 2) := by
  rintro ⟨x, hb, ha⟩
  -- the bound would read 49 ≤ 48
  have h := (pyramid_bound x 7 4 (by norm_num) hb ha).1
  norm_num at h

end CayleyMengerFourAtoms
```

The symbol `¬ ∃` reads "there is no". If such a configuration existed, the bound with $a=7$ and $b=4$ would say $49\le48$. The proof assumes a configuration, obtains this inequality as `h`, and `norm_num` finds it false.

Each set of three distances is harmless here: 4, 4, 7 and 7, 7, 7 both satisfy the triangle inequality. The obstruction appears only when all four atoms are considered together. Put into the matrix, these distances give
$$2\cdot7^4\,(48-49)=-4802 ,$$
so nonnegativity can fail for a table of numbers that does not come from points in space.

## Testing a table of distances in a program

A distance-geometry program can use the determinant as a filter. It fills the $5\times5$ matrix with trial squared distances for four atoms and rejects the set if the determinant is clearly negative. Passing the test does not establish that four such atoms exist. For example, the distances $d_{02}=d_{03}=d_{13}=1$, $d_{01}=d_{23}=3$ and $d_{12}=7$ give the determinant $+900$, although they violate the triangle inequality in every group of three atoms. The triangle inequalities therefore have to be tested as well.

In floating-point arithmetic a planar group may return a small number of either sign, so the comparison needs a tolerance. As $\det E$ has the dimension of a volume, $\det M$ scales as the sixth power of length, and the tolerance should scale in the same way. When coordinates are available, $\det E$ can be evaluated directly. If the atoms are not coplanar, its sign also distinguishes the configuration from its mirror image, which the square in $\det M$ cannot do.

```lean
#print axioms CayleyMengerFourAtoms.det_cayleyMenger
#print axioms CayleyMengerFourAtoms.no_pyramid_four_seven
```

```
'CayleyMengerFourAtoms.det_cayleyMenger' depends on axioms: [propext, Classical.choice, Quot.sound]
'CayleyMengerFourAtoms.no_pyramid_four_seven' depends on axioms: [propext, Classical.choice, Quot.sound]
```
